# Uniqueness of the weight u for the interelectronic distance at fixed electron–nucleus distances

Two electrons are held at fixed positive distances a and b from the nucleus, and a function f of their separation is integrated over the cosine of the angle between their position vectors, from −1 to 1. The theorem `weight_unique` says that if a continuous function w makes ab times this integral equal to the integral of w(u)f(u) from |a − b| to a + b, for every continuous f, then w(u) = u throughout that closed interval. The proof supposes that w differs from u at some point of the interval and takes f(u) = w(u) − u. Since u is itself such a weight, by the preceding theorem, the integral of (w(u) − u)² should vanish, yet continuity makes it positive.

The first attempt, which Lean rejects:

```lean
import Mathlib

open Real

namespace HylleraasVolumeWeight

/-- Distance between two electrons at distances `a` and `b` from the nucleus, when `x` is the
cosine of the angle between their position vectors. -/
noncomputable def r12 (a b x : ℝ) : ℝ := √(a ^ 2 + b ^ 2 - 2 * a * b * x)

/-- For positive `a`, `b` and non-negative `u`, the function `r12 a b` takes the value `u` at `(a² +
b² - u²) / (2ab)`. -/
theorem r12_of_cosine {a b u : ℝ} (ha : 0 < a) (hb : 0 < b) (hu : 0 ≤ u) :
    r12 a b ((a ^ 2 + b ^ 2 - u * u) / (2 * a * b)) = u := by
  have hne : 2 * a * b ≠ 0 := by positivity
  have e : a ^ 2 + b ^ 2 - u * u
      = (a ^ 2 + b ^ 2 - u * u) / (2 * a * b) * (2 * a * b) := (div_eq_iff hne).mp rfl
  have h : a ^ 2 + b ^ 2 - 2 * a * b * ((a ^ 2 + b ^ 2 - u * u) / (2 * a * b)) = u ^ 2 := by
    linear_combination e
  unfold r12
  rw [h, Real.sqrt_sq hu]

/-- A continuous function of the interelectronic distance is continuous in the cosine of the
angle between the electrons. -/
theorem continuous_comp_r12 (a b : ℝ) {f : ℝ → ℝ} (hf : ContinuousOn f (Set.Ici 0)) :
    Continuous (fun x => f (r12 a b x)) := by
  have hc : Continuous (fun x => r12 a b x) := by
    unfold r12
    fun_prop
  exact hf.comp_continuous hc (fun x => Real.sqrt_nonneg _)

/-- Interelectronic distance as integration variable: `ab` times the integral of `f(r₁₂)` over
the cosine equals the integral of `u f(u)` from `|a - b|` to `a + b`. -/
theorem integral_cosine_eq_integral_distance {a b : ℝ} (ha : 0 < a) (hb : 0 < b) {f : ℝ → ℝ}
    (hf : ContinuousOn f (Set.Ici 0)) :
    a * b * ∫ x in (-1 : ℝ)..1, f (r12 a b x) = ∫ u in |a - b|..(a + b), u * f u := by
  have hle : |a - b| ≤ a + b := abs_le.mpr ⟨by linarith, by linarith⟩
  have hne : 2 * a * b ≠ 0 := by positivity
  have hab : (a * b)⁻¹ * (a * b) = 1 := inv_mul_cancel₀ (by positivity)
  -- the cosine is a smooth function of the distance, with Jacobian `-u / (ab)`
  have hder : ∀ u : ℝ, HasDerivAt (fun u : ℝ => (a ^ 2 + b ^ 2 - u * u) / (2 * a * b))
      (-(a * b)⁻¹ * u) u := by
    intro u
    have h := (((hasDerivAt_id' u).fun_mul (hasDerivAt_id' u)).const_sub
      (a ^ 2 + b ^ 2)).div_const (2 * a * b)
    refine h.congr_deriv ?_
    rw [div_eq_iff hne]
    linear_combination (2 * u) * hab
  have hsub := intervalIntegral.integral_comp_mul_deriv (a := |a - b|) (b := a + b)
    (f := fun u : ℝ => (a ^ 2 + b ^ 2 - u * u) / (2 * a * b))
    (f' := fun u : ℝ => -(a * b)⁻¹ * u) (g := fun x => f (r12 a b x))
    (fun u _ => hder u) (by fun_prop) (continuous_comp_r12 a b hf)
  -- the ends of the triangle interval are the parallel and antiparallel arrangements
  have h1 : (a ^ 2 + b ^ 2 - |a - b| * |a - b|) / (2 * a * b) = 1 := by
    rw [abs_mul_abs_self, div_eq_iff hne]
    ring
  have h2 : (a ^ 2 + b ^ 2 - (a + b) * (a + b)) / (2 * a * b) = -1 := by
    rw [div_eq_iff hne]
    ring
  simp only [Function.comp_apply, h1, h2] at hsub
  rw [intervalIntegral.integral_symm (-1) 1] at hsub
  have hcongr : ∫ u in |a - b|..(a + b),
      f (r12 a b ((a ^ 2 + b ^ 2 - u * u) / (2 * a * b))) * (-(a * b)⁻¹ * u)
      = -(a * b)⁻¹ * ∫ u in |a - b|..(a + b), u * f u := by
    rw [← intervalIntegral.integral_const_mul]
    apply intervalIntegral.integral_congr
    intro u hu
    rw [Set.uIcc_of_le hle] at hu
    have hr := r12_of_cosine ha hb ((abs_nonneg _).trans hu.1)
    simp only [hr]
    ring
  rw [hcongr] at hsub
  linear_combination (a * b) * hsub + (∫ u in |a - b|..(a + b), u * f u) * hab

/-- The weight is unique: a continuous `w` that reproduces `ab` times the cosine integral of every
continuous function of the distance equals `u` on the interval from `|a - b|` to `a + b`. -/
theorem weight_unique {a b : ℝ} (ha : 0 < a) (hb : 0 < b) {w : ℝ → ℝ} (hw : Continuous w)
    (h : ∀ f : ℝ → ℝ, Continuous f →
      a * b * ∫ x in (-1 : ℝ)..1, f (r12 a b x) = ∫ u in |a - b|..(a + b), w u * f u) :
    ∀ u ∈ Set.Icc |a - b| (a + b), w u = u := by
  intro c hc
  by_contra hne
  have hlt : |a - b| < a + b := abs_lt.mpr ⟨by linarith, by linarith⟩
  -- test with the difference of the two weights
  have hd : Continuous (fun u => w u - u) := by fun_prop
  have h1 : ∫ u in |a - b|..(a + b), u * (w u - u)
      = ∫ u in |a - b|..(a + b), w u * (w u - u) :=
    (integral_cosine_eq_integral_distance ha hb hd.continuousOn).symm.trans (h _ hd)
  have hpos : 0 < ∫ u in |a - b|..(a + b), (w u - u) ^ 2 :=
    intervalIntegral.integral_pos hlt (hd.pow 2).continuousOn
      (fun u _ => sq_nonneg _) ⟨c, hc, pow_pos_of_ne hne⟩
  have hsplit : ∫ u in |a - b|..(a + b), (w u - u) ^ 2
      = (∫ u in |a - b|..(a + b), w u * (w u - u))
        - ∫ u in |a - b|..(a + b), u * (w u - u) := by
    rw [← intervalIntegral.integral_sub ((hw.mul hd).intervalIntegrable _ _)
      ((continuous_id.mul hd).intervalIntegrable _ _)]
    apply intervalIntegral.integral_congr
    intro u _
    simp only [id]
    ring
  linarith
where
  pow_pos_of_ne {x y : ℝ} (hxy : ¬ x = y) : 0 < (x - y) ^ 2 :=
    pow_pos_iff_aux (sub_ne_zero.mpr hxy)
  pow_pos_iff_aux {z : ℝ} (hz : z ≠ 0) : 0 < z ^ 2 := by positivity

end HylleraasVolumeWeight
```

Messages:

```
Main.lean:95:8: error: Tactic `rewrite` failed: Did not find an occurrence of the pattern
  ∫ (x : ℝ) in ?m.499..?m.500, (w * fun u => w u - u) x ∂?m.496 -
    ∫ (x : ℝ) in ?m.499..?m.500, (id * fun u => w u - u) x ∂?m.496
in the target expression
  ∫ (u : ℝ) in |a - b|..a + b, (w u - u) ^ 2 =
    (∫ (u : ℝ) in |a - b|..a + b, w u * (w u - u)) - ∫ (u : ℝ) in |a - b|..a + b, u * (w u - u)

a b : ℝ
ha : 0 < a
hb : 0 < b
w : ℝ → ℝ
hw : Continuous w
h : ∀ (f : ℝ → ℝ), Continuous f → a * b * ∫ (x : ℝ) in -1..1, f (r12 a b x) = ∫ (u : ℝ) in |a - b|..a + b, w u * f u
c : ℝ
hc : c ∈ Set.Icc |a - b| (a + b)
hne : ¬w c = c
hlt : |a - b| < a + b
hd : Continuous fun u => w u - u
h1 : ∫ (u : ℝ) in |a - b|..a + b, u * (w u - u) = ∫ (u : ℝ) in |a - b|..a + b, w u * (w u - u)
hpos : 0 < ∫ (u : ℝ) in |a - b|..a + b, (w u - u) ^ 2
⊢ ∫ (u : ℝ) in |a - b|..a + b, (w u - u) ^ 2 =
    (∫ (u : ℝ) in |a - b|..a + b, w u * (w u - u)) - ∫ (u : ℝ) in |a - b|..a + b, u * (w u - u)
```

Cause. The error is in `hsplit`, which writes the integral of the square as a difference of two integrals. The rewrite uses `intervalIntegral.integral_sub` from right to left, and takes its integrands from the continuity proofs supplied. `hw.mul hd` gives the first as a product of functions, `(w * fun u => w u - u) x`, while the goal has the product of values, `w u * (w u - u)`. The two are equal by definition, but `rw` looks for the pattern as written and does not unfold the product of functions to find it. The second integrand, built with `id`, has the same fault.

The repair states the continuity of both integrands in the goal's own form, as `c1` and `c2`, so the pattern now matches. As `id` no longer enters, `simp only [id]` is dropped.

Replacing the helper lemmas under `where` by `hsq` is mere tidying: both prove that the square is positive at `c`, and the message has no complaint about them.

This version goes through:

```diff
@@ -87,21 +87,20 @@
       = ∫ u in |a - b|..(a + b), w u * (w u - u) :=
     (integral_cosine_eq_integral_distance ha hb hd.continuousOn).symm.trans (h _ hd)
+  have hsq : 0 < (w c - c) ^ 2 :=
+    lt_of_le_of_ne (sq_nonneg _) (pow_ne_zero 2 (sub_ne_zero.mpr hne)).symm
   have hpos : 0 < ∫ u in |a - b|..(a + b), (w u - u) ^ 2 :=
     intervalIntegral.integral_pos hlt (hd.pow 2).continuousOn
-      (fun u _ => sq_nonneg _) ⟨c, hc, pow_pos_of_ne hne⟩
+      (fun u _ => sq_nonneg _) ⟨c, hc, hsq⟩
+  have c1 : Continuous (fun u => w u * (w u - u)) := by fun_prop
+  have c2 : Continuous (fun u => u * (w u - u)) := by fun_prop
   have hsplit : ∫ u in |a - b|..(a + b), (w u - u) ^ 2
       = (∫ u in |a - b|..(a + b), w u * (w u - u))
         - ∫ u in |a - b|..(a + b), u * (w u - u) := by
-    rw [← intervalIntegral.integral_sub ((hw.mul hd).intervalIntegrable _ _)
-      ((continuous_id.mul hd).intervalIntegrable _ _)]
+    rw [← intervalIntegral.integral_sub (c1.intervalIntegrable _ _)
+      (c2.intervalIntegrable _ _)]
     apply intervalIntegral.integral_congr
     intro u _
-    simp only [id]
     ring
   linarith
-where
-  pow_pos_of_ne {x y : ℝ} (hxy : ¬ x = y) : 0 < (x - y) ^ 2 :=
-    pow_pos_iff_aux (sub_ne_zero.mpr hxy)
-  pow_pos_iff_aux {z : ℝ} (hz : z ≠ 0) : 0 < z ^ 2 := by positivity
 
 end HylleraasVolumeWeight
```
